# The Spectral Shift of Two Hermitian Matrices and the Difference of Their Green's-Matrix Traces

## Counting levels before and after a perturbation

When a perturbation turns a Hamiltonian H into K, its levels move, and to compare the two spectra one must settle what "the number of levels up to energy x" means when levels are degenerate. Here each Hamiltonian is a finite Hermitian matrix with a list of real eigenvalues in which a degenerate level appears as often as its multiplicity, and the count at x is the number of list entries that are at most x.

Write λᵢ for the eigenvalues of H and μᵢ for those of K, with i running over the same finite index set. The level counts and their difference are

N_H(x) = number of i with λᵢ ≤ x,

N_K(x) = number of i with μᵢ ≤ x,

ξ(x) = N_H(x) − N_K(x).

The integer ξ(x) is the spectral shift. It is the net number of levels that the change from H to K carries upwards past the energy x. Below all levels both counts are zero, and above all levels both equal the size of the matrices, so ξ vanishes outside a bounded interval.

The Green's matrix of H at a complex energy z is G_H(z) = (z − H)⁻¹, and likewise for K. The question is how the change in its trace is encoded in ξ.

## The trace difference as an integral over the shift

For Hermitian H and K of equal size and non-real z, the function ξ(x)/(z − x)² is integrable over the real line, and

tr G_K(z) − tr G_H(z) = ∫ ξ(x)/(z − x)² dx.

This is `trace_greens_sub_eq_integral`. It follows from a more general identity, `krein_trace_formula`, for a complex-valued function f on the real line with continuous derivative f′:

Σᵢ f(μᵢ) − Σᵢ f(λᵢ) = ∫ ξ(x) f′(x) dx.

A third result, `integral_spectralShift`, is the sum rule

tr K − tr H = ∫ ξ(x) dx.

Krein's name belongs to a theorem about self-adjoint operators that differ by a trace-class perturbation. There the spectra may be continuous and both counts infinite, so ξ cannot in general be defined by subtracting them. For matrices the subtraction is harmless, and the formula reduces to the fundamental theorem of calculus applied level by level.

For non-interacting electrons, H may be the one-electron Hamiltonian of a host in a finite orthonormal basis of spin orbitals, and K that of the same host with an impurity. If f′ is the Fermi function at positive temperature, the general identity expresses the change in grand potential, at fixed temperature and chemical potential, through ξ.

## How the Lean objects correspond to the physics

The matrices have type `Matrix n n ℂ`, where `n` is a finite index type labelling the basis states. Sharing `n` is what gives H and K equal size; they need not commute, and their difference need not be small. The hypotheses `hH` and `hK` say that they are Hermitian, and `hH.eigenvalues i` and `hK.eigenvalues i` are λᵢ and μᵢ.

The definition `greens` is the resolvent with the sign convention (z − A)⁻¹; some texts use (A − z)⁻¹. The definition `levelCount` is the count N, and `spectralShift hH hK` is N_H − N_K, in that order. With this order K plays the part of the perturbed Hamiltonian. Texts that write H for the perturbed operator and subtract its count from that of the reference have the roles of the two letters exchanged.

The hypothesis `hz : z.im ≠ 0` says that the energy has a non-zero imaginary part, of either sign. For z = E + iη with real E, a positive η gives the retarded Green's function with a finite broadening, and a negative η the advanced one. The limit η → 0 is not taken.

Each of the three results has two halves, integrability and the value of the integral. The first half matters because Lean gives the integral of a non-integrable function the value zero, so an equation alone could hold for the wrong reason.

The theorems do not address how well a finite matrix represents a Hamiltonian on an infinite-dimensional space.

## From one moving level to the full trace

**The trace of the Green's matrix.** Diagonalise H = U D U†, where U is unitary and D is diagonal with entries λᵢ. Since U U† = 1,

z − H = U (z − D) U†.

The entries z − λᵢ have imaginary part Im z, which is not zero, so each can be inverted:

G_H(z) = U (z − D)⁻¹ U†.

The trace is cyclic and U†U = 1, hence

tr G_H(z) = Σᵢ 1/(z − λᵢ).

In the same way tr G_K(z) = Σᵢ 1/(z − μᵢ).

**A single level.** Let θₐ(x) be 1 if a ≤ x and 0 otherwise. This is the contribution of a level at a to the count at x. Suppose that a level moves from a to b with a ≤ b. Then θₐ(x) − θ_b(x) is 1 for a ≤ x < b and 0 elsewhere, so

∫ (θₐ(x) − θ_b(x)) f′(x) dx = ∫ₐᵇ f′(x) dx = f(b) − f(a).

If b < a, exchanging the two levels changes the sign of both sides, and the same formula results.

**All levels.** The counts are sums of steps, so

ξ(x) = Σᵢ (θ_{λᵢ}(x) − θ_{μᵢ}(x)).

Multiply by f′(x) and integrate. The sum is finite and each term is integrable, so sum and integral may be exchanged:

∫ ξ(x) f′(x) dx = Σᵢ (f(μᵢ) − f(λᵢ)).

The pairing of λᵢ with μᵢ has no physical meaning. Any other pairing gives the same total.

**Two choices of f.** For f(x) = 1/(z − x) the derivative is

f′(x) = 1/(z − x)²,

which is continuous on the real line because z is not real. The left side of the general identity is then Σᵢ 1/(z − μᵢ) − Σᵢ 1/(z − λᵢ), which is tr G_K(z) − tr G_H(z). For f(x) = x the derivative is 1, and the sums of eigenvalues are the traces of K and H, which gives the sum rule.

## A real energy between two levels

Take the 1×1 matrices H = (0) and K = (1). Then ξ(x) = 1 for 0 ≤ x < 1 and ξ(x) = 0 elsewhere. At the real energy z = 1/2 both Green's matrices exist, and

tr G_K(1/2) − tr G_H(1/2) = −2 − 2 = −4.

The integrand, however, is 1/(1/2 − x)² on the interval from 0 to 1, and its integral diverges at x = 1/2. It is therefore not enough to ask that z avoid the eigenvalues of both matrices. Some real energies do no harm: at z = 2 both sides equal 1/2.

## The complete Lean source

```lean
import Mathlib

open MeasureTheory Matrix

namespace KreinSpectralShift

noncomputable section

variable {n : Type*} [Fintype n] [DecidableEq n]

/-- The Green's matrix `(z - A)⁻¹` of `A`, for `z` outside the spectrum of `A`. -/
def greens (A : Matrix n n ℂ) (z : ℂ) : Matrix n n ℂ :=
  (z • (1 : Matrix n n ℂ) - A)⁻¹

/-- The number of eigenvalues of a Hermitian matrix that are at most `x`,
counted with multiplicity. -/
def levelCount {A : Matrix n n ℂ} (hA : A.IsHermitian) (x : ℝ) : ℕ :=
  (Finset.univ.filter fun i => hA.eigenvalues i ≤ x).card

/-- The spectral shift: the level count of `H` minus the level count of `K` at `x`. -/
def spectralShift {H K : Matrix n n ℂ} (hH : H.IsHermitian) (hK : K.IsHermitian)
    (x : ℝ) : ℤ :=
  (levelCount hH x : ℤ) - (levelCount hK x : ℤ)

/-- The contribution of a single level at `a` to the level count at `x`. -/
def unitStep (a x : ℝ) : ℂ := if a ≤ x then 1 else 0

/-- A non-real energy differs from every real one. -/
theorem sub_real_ne_zero {z : ℂ} (hz : z.im ≠ 0) (x : ℝ) : z - (x : ℂ) ≠ 0 := by
  intro h
  apply hz
  have := congrArg Complex.im h
  simpa using this

/-- At non-real `z` the Green's matrix of a Hermitian matrix is a true inverse of `z - A`,
and a unitary brings it to diagonal form with entries `1 / (z - λᵢ)`. -/
theorem greens_spectral {A : Matrix n n ℂ} (hA : A.IsHermitian) {z : ℂ} (hz : z.im ≠ 0) :
    (z • (1 : Matrix n n ℂ) - A) * greens A z = 1 ∧
    ∃ U : Matrix n n ℂ, star U * U = 1 ∧
      greens A z = U * diagonal (fun i => (z - (hA.eigenvalues i : ℂ))⁻¹) * star U := by
  -- the spectral theorem
  obtain ⟨U, hU, hs⟩ : ∃ U : Matrix n n ℂ, star U * U = 1 ∧
      A = U * diagonal (fun i => (hA.eigenvalues i : ℂ)) * star U := by
    refine ⟨(hA.eigenvectorUnitary : Matrix n n ℂ), Unitary.coe_star_mul_self _, ?_⟩
    have h := hA.spectral_theorem
    rw [Unitary.conjStarAlgAut_apply] at h
    exact h
  have hU' : U * star U = 1 := mul_eq_one_comm.mp hU
  have hF : z • (1 : Matrix n n ℂ) - diagonal (fun i => (hA.eigenvalues i : ℂ))
      = diagonal (fun i => z - (hA.eigenvalues i : ℂ)) := by
    ext i j
    by_cases hij : i = j
    · subst hij
      simp
    · simp [hij]
  have hzA : z • (1 : Matrix n n ℂ) - A
      = U * diagonal (fun i => z - (hA.eigenvalues i : ℂ)) * star U := by
    rw [← hF]
    simp only [mul_sub, sub_mul, mul_smul_comm, smul_mul_assoc, mul_one]
    rw [hU', ← hs]
  -- invert the diagonal factor entry by entry
  have hD : diagonal (fun i => z - (hA.eigenvalues i : ℂ))
      * diagonal (fun i => (z - (hA.eigenvalues i : ℂ))⁻¹) = 1 := by
    rw [diagonal_mul_diagonal, ← diagonal_one]
    congr 1
    funext i
    exact mul_inv_cancel₀ (sub_real_ne_zero hz _)
  have key : (z • (1 : Matrix n n ℂ) - A)
      * (U * diagonal (fun i => (z - (hA.eigenvalues i : ℂ))⁻¹) * star U) = 1 := by
    rw [hzA]
    calc _ = U * diagonal (fun i => z - (hA.eigenvalues i : ℂ)) * (star U * U)
          * diagonal (fun i => (z - (hA.eigenvalues i : ℂ))⁻¹) * star U := by
            simp only [mul_assoc]
      _ = U * (diagonal (fun i => z - (hA.eigenvalues i : ℂ))
          * diagonal (fun i => (z - (hA.eigenvalues i : ℂ))⁻¹)) * star U := by
            rw [hU, mul_one, mul_assoc U]
      _ = 1 := by rw [hD, mul_one, hU']
  have hG := Matrix.inv_eq_right_inv key
  refine ⟨?_, U, hU, hG⟩
  unfold greens
  rw [hG]
  exact key

/-- At non-real `z` the trace of the Green's matrix of a Hermitian matrix is the sum of
`1 / (z - λᵢ)` over its eigenvalues. -/
theorem trace_greens {A : Matrix n n ℂ} (hA : A.IsHermitian) {z : ℂ} (hz : z.im ≠ 0) :
    (greens A z).trace = ∑ i, (z - (hA.eigenvalues i : ℂ))⁻¹ := by
  obtain ⟨-, U, hU, hG⟩ := greens_spectral hA hz
  rw [hG, Matrix.trace_mul_comm, ← mul_assoc, hU, one_mul, Matrix.trace_diagonal]

/-- Moving one level from `a` to `b`: the difference of the two unit steps, integrated against a
continuous derivative `f'`, gives `f b - f a`. -/
theorem integral_step_sub {f f' : ℝ → ℂ} (hf : ∀ x, HasDerivAt f (f' x) x)
    (hc : Continuous f') (a b : ℝ) :
    Integrable (fun x => (unitStep a x - unitStep b x) * f' x) ∧
    ∫ x, (unitStep a x - unitStep b x) * f' x = f b - f a := by
  -- for ordered levels the difference of steps is the indicator of `[a, b)`
  have aux : ∀ a b : ℝ, a ≤ b →
      Integrable (fun x => (unitStep a x - unitStep b x) * f' x) ∧
      ∫ x, (unitStep a x - unitStep b x) * f' x = f b - f a := by
    intro a b hab
    have e : (fun x => (unitStep a x - unitStep b x) * f' x)
        = Set.indicator (Set.Ico a b) f' := by
      funext x
      by_cases hb : b ≤ x
      · have ha : a ≤ x := hab.trans hb
        simp [unitStep, Set.indicator, ha, hb]
      · by_cases ha : a ≤ x
        · simp [unitStep, Set.indicator, ha, hb, lt_of_not_ge hb]
        · simp [unitStep, Set.indicator, ha, hb]
    rw [e]
    constructor
    · rw [integrable_indicator_iff measurableSet_Ico]
      exact hc.integrableOn_Icc.mono_set Set.Ico_subset_Icc_self
    · rw [integral_indicator measurableSet_Ico, integral_Ico_eq_integral_Ioc,
        ← intervalIntegral.integral_of_le hab]
      exact intervalIntegral.integral_eq_sub_of_hasDerivAt (fun x _ => hf x)
        (hc.intervalIntegrable a b)
  rcases le_total a b with h | h
  · exact aux a b h
  · obtain ⟨h1, h2⟩ := aux b a h
    have e : (fun x => (unitStep a x - unitStep b x) * f' x)
        = fun x => -((unitStep b x - unitStep a x) * f' x) := by
      funext x
      ring
    rw [e]
    exact ⟨h1.neg, by rw [integral_neg, h2]; ring⟩

/-- Krein trace formula for Hermitian matrices: for continuously differentiable `f`, the sum
of `f` over the levels of `K` minus that over the levels of `H` is the integral of the
spectral shift times `f'`, and the integrand is integrable. -/
theorem krein_trace_formula {H K : Matrix n n ℂ} (hH : H.IsHermitian) (hK : K.IsHermitian)
    {f f' : ℝ → ℂ} (hf : ∀ x, HasDerivAt f (f' x) x) (hc : Continuous f') :
    Integrable (fun x => (spectralShift hH hK x : ℂ) * f' x) ∧
    ∑ i, f (hK.eigenvalues i) - ∑ i, f (hH.eigenvalues i)
      = ∫ x, (spectralShift hH hK x : ℂ) * f' x := by
  -- the spectral shift is a sum of single-level shifts
  have e : (fun x => (spectralShift hH hK x : ℂ) * f' x) = fun x =>
      ∑ i, (unitStep (hH.eigenvalues i) x - unitStep (hK.eigenvalues i) x) * f' x := by
    funext x
    rw [← Finset.sum_mul]
    congr 1
    simp [spectralShift, levelCount, unitStep, Finset.sum_sub_distrib]
  have hs := fun i => integral_step_sub hf hc (hH.eigenvalues i) (hK.eigenvalues i)
  rw [e]
  refine ⟨MeasureTheory.integrable_finsetSum _ (fun i _ => (hs i).1), ?_⟩
  rw [MeasureTheory.integral_finsetSum _ (fun i _ => (hs i).1), ← Finset.sum_sub_distrib]
  exact Finset.sum_congr rfl (fun i _ => (hs i).2.symm)

/-- For Hermitian `H`, `K` of equal size and non-real `z`, the difference
`tr G_K(z) - tr G_H(z)` is the integral over real `x` of the spectral shift divided by
`(z - x)²`, and the integrand is integrable. -/
theorem trace_greens_sub_eq_integral {H K : Matrix n n ℂ} (hH : H.IsHermitian)
    (hK : K.IsHermitian) {z : ℂ} (hz : z.im ≠ 0) :
    Integrable (fun x : ℝ => (spectralShift hH hK x : ℂ) / (z - x) ^ 2) ∧
    (greens K z).trace - (greens H z).trace
      = ∫ x : ℝ, (spectralShift hH hK x : ℂ) / (z - x) ^ 2 := by
  -- the trace formula for `f x = 1 / (z - x)`
  have hf : ∀ x : ℝ, HasDerivAt (fun y : ℝ => (z - (y : ℂ))⁻¹) (1 / (z - (x : ℂ)) ^ 2) x := by
    intro x
    have h : HasDerivAt (fun w : ℂ => (z - w)⁻¹) (-(-1) / (z - (x : ℂ)) ^ 2) (x : ℂ) :=
      ((hasDerivAt_id (x : ℂ)).const_sub z).inv (sub_real_ne_zero hz x)
    rw [neg_neg] at h
    exact h.comp_ofReal
  have hc : Continuous (fun x : ℝ => 1 / (z - (x : ℂ)) ^ 2) :=
    continuous_const.div (by fun_prop) (fun x => pow_ne_zero 2 (sub_real_ne_zero hz x))
  have h := krein_trace_formula hH hK hf hc
  simp only [mul_one_div] at h
  rw [trace_greens hK hz, trace_greens hH hz]
  exact h

/-- Sum rule: for Hermitian `H`, `K` of equal size the spectral shift is integrable and its
integral over the real line is `tr K - tr H`. -/
theorem integral_spectralShift {H K : Matrix n n ℂ} (hH : H.IsHermitian)
    (hK : K.IsHermitian) :
    Integrable (fun x : ℝ => (spectralShift hH hK x : ℂ)) ∧
    K.trace - H.trace = ∫ x : ℝ, (spectralShift hH hK x : ℂ) := by
  have hf : ∀ x : ℝ, HasDerivAt (fun y : ℝ => (y : ℂ)) 1 x :=
    fun x => (hasDerivAt_id (x : ℂ)).comp_ofReal
  have h := krein_trace_formula hH hK hf continuous_const
  simp only [mul_one] at h
  rw [hK.trace_eq_sum_eigenvalues, hH.trace_eq_sum_eigenvalues]
  exact h

end

end KreinSpectralShift
```

```lean
#print axioms KreinSpectralShift.trace_greens_sub_eq_integral
#print axioms KreinSpectralShift.integral_spectralShift
```

```
'KreinSpectralShift.trace_greens_sub_eq_integral' depends on axioms: [propext, Classical.choice, Quot.sound]
'KreinSpectralShift.integral_spectralShift' depends on axioms: [propext, Classical.choice, Quot.sound]
```

## Inverting z − A in the eigenbasis

The lemma `sub_real_ne_zero` compares imaginary parts to show that z − x is non-zero for every real x. It is used for the eigenvalues and again for the integration variable.

In `greens_spectral`, Mathlib's spectral theorem supplies the unitary U. The step `hzA` writes z − A as U times a diagonal matrix times U†, and `hD` inverts the diagonal factor entry by entry. The calculation `key` multiplies z − A by the proposed inverse and cancels U†U in the middle. A right inverse of a square matrix is its inverse, so `Matrix.inv_eq_right_inv` identifies the proposal with `greens A z`.

The lemma `trace_greens` then moves U† round the trace with `Matrix.trace_mul_comm`, cancels it against U, and reads off the diagonal sum.

## Integrating one step and adding up

The function `unitStep` is θ, with complex values so that it can multiply f′. The lemma `integral_step_sub` treats a single moving level. Its inner statement `aux` assumes a ≤ b and shows, by cases on the position of x, that the difference of steps times f′ is f′ restricted to the half-open interval [a, b). Integrability follows because a continuous function is integrable on the closed interval [a, b]. For the value, the endpoint convention is changed from [a, b) to (a, b], which does not affect the integral, and `intervalIntegral.integral_eq_sub_of_hasDerivAt` applies the fundamental theorem of calculus. The final case distinction, from `le_total`, handles b ≤ a by the change of sign used in the derivation.

In `krein_trace_formula`, the equation `e` rewrites the spectral shift as the sum of single-level differences. The integral of the finite sum is split by `MeasureTheory.integral_finsetSum`, and each term is evaluated by the preceding lemma.

## Specialising the trace formula

The proof of `trace_greens_sub_eq_integral` supplies the two facts that the trace formula needs about f(x) = 1/(z − x). The derivative `hf` is first computed for a complex variable and then restricted to the real line by `comp_ofReal`. The continuity `hc` holds because the denominator never vanishes. After `trace_greens` has turned both traces into sums over eigenvalues, the trace formula is the required statement.

The proof of `integral_spectralShift` does the same with f(x) = x and constant derivative 1. It uses Mathlib's theorem that the trace of a Hermitian matrix is the sum of its eigenvalues. No complex energy enters, so this result has no hypothesis on z.
